# A Gap-Ratio Criterion for Three-Point Power-Law Extrapolation with Free Exponent

A fit here means exact reproduction: the law E + A n^(-a) must pass through all three energies, with E, A and a free real numbers and a > 0. The positive exponent makes the basis-set error A n^(-a) vanish as n grows, so that E is the extrapolated limit. Basis-set sizes are positive reals, which include the usual cardinal numbers.

For this one-term law, the result decides when a three-point complete-basis-set extrapolation in electronic structure has a solution. It does not say that computed energies follow the law, or that E is close to the true limit.

```lean
import Mathlib

open Real

namespace PowerLawExtrapolation

noncomputable section
```

For sizes X < Y < Z and A ≠ 0, the law's successive gaps have the ratio

R(a) = (X^(-a) − Y^(-a)) / (Y^(-a) − Z^(-a)).

In Lean this is `gapRatio X Y Z a`.

```lean
/-- Ratio of the two successive energy gaps of the power law `n ^ (-a)` at the basis-set
sizes `X`, `Y`, `Z`; its domain is `0 < X < Y < Z` and `a ≠ 0`. -/
def gapRatio (X Y Z a : ℝ) : ℝ :=
  (X ^ (-a) - Y ^ (-a)) / (Y ^ (-a) - Z ^ (-a))
```

The fit condition is 0 < a together with three equations, one for each of the energies eX, eY and eZ.

```lean
/-- The law `E + A * n ^ (-a)` with exponent `a > 0` reproduces the energies `eX`, `eY`, `eZ`
at the basis-set sizes `X`, `Y`, `Z`, taken positive. -/
def IsPowerLawFit (X Y Z eX eY eZ E A a : ℝ) : Prop :=
  0 < a ∧ E + A * X ^ (-a) = eX ∧ E + A * Y ^ (-a) = eY ∧ E + A * Z ^ (-a) = eZ
```

## The ratio in logarithmic variables

Put p = ln(Y/X) and q = ln(Z/Y). Then

X^(-a) = Y^(-a) e^(ap),  Z^(-a) = Y^(-a) e^(-aq),

and cancelling Y^(-a) gives

R(a) = (e^(ap) − 1) / (1 − e^(-aq)).

```lean
/-- For positive sizes and a fixed exponent `a`, the gap ratio depends only on the logarithms of the
size ratios `Y / X` and `Z / Y`. -/
theorem gapRatio_eq_exp {X Y Z : ℝ} (hX : 0 < X) (hY : 0 < Y) (hZ : 0 < Z) (a : ℝ) :
    gapRatio X Y Z a =
      (exp (a * log (Y / X)) - 1) / (1 - exp (-(a * log (Z / Y)))) := by
  have h1 : X ^ (-a) = Y ^ (-a) * exp (a * log (Y / X)) := by
    rw [rpow_def_of_pos hX, rpow_def_of_pos hY, ← exp_add, log_div hY.ne' hX.ne']
    congr 1
    ring
  have h2 : Z ^ (-a) = Y ^ (-a) * exp (-(a * log (Z / Y))) := by
    rw [rpow_def_of_pos hZ, rpow_def_of_pos hY, ← exp_add, log_div hZ.ne' hY.ne']
    congr 1
    ring
  have h3 : Y ^ (-a) ≠ 0 := (rpow_pos_of_pos hY _).ne'
  unfold gapRatio
  rw [h1, h2, ← mul_div_mul_left _ (1 - exp (-(a * log (Z / Y)))) h3]
  congr 1 <;> ring
```

For X < Y < Z both p and q are positive. The tangent bound e^x > 1 + x for x ≠ 0, used at x = ap and x = −aq, gives

e^(ap) − 1 > ap,  0 < 1 − e^(-aq) < aq,

hence R(a) > p/q. Lean clears the positive denominators, and `nlinarith` combines the two bounds.

```lean
/-- For `0 < X < Y < Z` and a positive exponent, the gap ratio lies strictly above
`log (Y / X) / log (Z / Y)`. -/
theorem threshold_lt_gapRatio {X Y Z a : ℝ} (hX : 0 < X) (hXY : X < Y) (hYZ : Y < Z)
    (ha : 0 < a) : log (Y / X) / log (Z / Y) < gapRatio X Y Z a := by
  have hY := hX.trans hXY
  have hp : 0 < log (Y / X) := log_pos ((one_lt_div hX).2 hXY)
  have hq : 0 < log (Z / Y) := log_pos ((one_lt_div hY).2 hYZ)
  rw [gapRatio_eq_exp hX hY (hY.trans hYZ)]
  set p := log (Y / X)
  set q := log (Z / Y)
  have hap : 0 < a * p := mul_pos ha hp
  have haq : 0 < a * q := mul_pos ha hq
  have hD : 0 < 1 - exp (-(a * q)) := sub_pos.2 (exp_lt_one_iff.2 (by linarith))
  -- the exponential lies strictly above its tangent at zero
  have h1 := add_one_lt_exp hap.ne'
  have h2 := add_one_lt_exp (neg_ne_zero.2 haq.ne')
  rw [div_lt_div_iff₀ hq hD]
  nlinarith [mul_pos hp (sub_pos.2 h2), mul_pos hq (sub_pos.2 h1)]
```

## Monotonicity and uniqueness

Strict convexity puts the exponential below its chord from 0 to x ≠ 0. For 0 < t < 1,

e^(tx) < 1 − t + t e^x.

```lean
/-- Between `0` and `x ≠ 0` the exponential lies strictly below its chord. -/
theorem exp_lt_chord {x t : ℝ} (hx : x ≠ 0) (h0 : 0 < t) (h1 : t < 1) :
    exp (t * x) < 1 - t + t * exp x := by
  have h := strictConvexOn_exp.2 (Set.mem_univ (0 : ℝ)) (Set.mem_univ x) hx.symm
    (sub_pos.2 h1) h0 (by ring)
  simpa only [smul_eq_mul, mul_zero, zero_add, exp_zero, mul_one] using h
```

Let 0 < a < b and t = a/b. The chord bound at x = bp and x = −bq gives

e^(ap) − 1 < t (e^(bp) − 1),
1 − e^(-aq) > t (1 − e^(-bq)).

Dividing, t cancels and R(a) < R(b). No value of R is therefore taken twice.

```lean
/-- For `0 < X < Y < Z` the gap ratio increases strictly with the exponent `a > 0`. -/
theorem gapRatio_strictMonoOn {X Y Z : ℝ} (hX : 0 < X) (hXY : X < Y) (hYZ : Y < Z) :
    StrictMonoOn (gapRatio X Y Z) (Set.Ioi 0) := by
  intro a ha b hb hab
  have ha' : 0 < a := ha
  have hb' : 0 < b := hb
  have hY := hX.trans hXY
  have hp : 0 < log (Y / X) := log_pos ((one_lt_div hX).2 hXY)
  have hq : 0 < log (Z / Y) := log_pos ((one_lt_div hY).2 hYZ)
  rw [gapRatio_eq_exp hX hY (hY.trans hYZ), gapRatio_eq_exp hX hY (hY.trans hYZ)]
  set p := log (Y / X)
  set q := log (Z / Y)
  have hbp : 0 < b * p := mul_pos hb' hp
  have hbq : 0 < b * q := mul_pos hb' hq
  have haq : 0 < a * q := mul_pos ha' hq
  have hDa : 0 < 1 - exp (-(a * q)) := sub_pos.2 (exp_lt_one_iff.2 (by linarith))
  have hDb : 0 < 1 - exp (-(b * q)) := sub_pos.2 (exp_lt_one_iff.2 (by linarith))
  have hNb : 0 < exp (b * p) - 1 := by linarith [add_one_le_exp (b * p)]
  -- compare the exponents `a` and `b` along the chords from zero to `b`
  have ht0 : 0 < a / b := div_pos ha' hb'
  have ht1 : a / b < 1 := (div_lt_one hb').2 hab
  have h1 := exp_lt_chord hbp.ne' ht0 ht1
  have h2 := exp_lt_chord (neg_ne_zero.2 hbq.ne') ht0 ht1
  have e1 : a / b * (b * p) = a * p := by field_simp
  have e2 : a / b * -(b * q) = -(a * q) := by field_simp
  rw [e1] at h1
  rw [e2] at h2
  rw [div_lt_div_iff₀ hDa hDb]
  nlinarith [mul_pos hDb (sub_pos.2 h1), mul_pos hNb (sub_pos.2 h2)]
```

## A bracket for the exponent

Let r > p/q. We need a positive zero of

f(a) = e^(ap) − 1 − r (1 − e^(-aq)).

Take s = ln(rq/p)/(p + q), which is positive because rq/p > 1. There the slopes balance: p e^(sp) = r q e^(-sq). The inequality e^x (1 − x) ≤ 1 at x = sp and x = −sq yields

f(s) ≤ s p e^(sp) − r s q e^(-sq) = 0.

At u = s + r/p,

e^(up) − 1 ≥ up = sp + r > r > r (1 − e^(-uq)),

so f(u) > 0. The intermediate value theorem gives a zero in [s, u].

```lean
/-- For `p, q > 0` and `r > p / q`, the exponent equation in logarithmic variables has a
positive solution. -/
theorem exists_exponent {p q r : ℝ} (hp : 0 < p) (hq : 0 < q) (h : p / q < r) :
    ∃ a, 0 < a ∧ exp (a * p) - 1 = r * (1 - exp (-(a * q))) := by
  have hr : 0 < r := (div_pos hp hq).trans h
  have hrq : 1 < r * q / p := (one_lt_div hp).2 ((div_lt_iff₀ hq).1 h)
  have hpq : 0 < p + q := add_pos hp hq
  -- the exponent `s` at which the slopes of the two sides balance
  obtain ⟨s, hs0, hs⟩ : ∃ s, 0 < s ∧ s * (p + q) = log (r * q / p) :=
    ⟨log (r * q / p) / (p + q), div_pos (log_pos hrq) hpq, div_mul_cancel₀ _ hpq.ne'⟩
  have hbal : p * exp (s * p) = r * q * exp (-(s * q)) := by
    rw [show s * p = log (r * q / p) + -(s * q) by linear_combination hs, exp_add,
      exp_log (zero_lt_one.trans hrq)]
    linear_combination exp (-(s * q)) * div_mul_cancel₀ (r * q) hp.ne'
  have hexp : ∀ x : ℝ, exp x * (1 - x) ≤ 1 := by
    intro x
    have h1 := mul_le_mul_of_nonneg_left (add_one_le_exp (-x)) (exp_pos x).le
    rw [← exp_add, add_neg_cancel, exp_zero] at h1
    linarith
  have hlow : exp (s * p) - 1 - r * (1 - exp (-(s * q))) ≤ 0 := by
    have hb : s * (p * exp (s * p)) = s * (r * q * exp (-(s * q))) := by rw [hbal]
    linarith [hexp (s * p), mul_le_mul_of_nonneg_left (hexp (-(s * q))) hr.le]
  -- at the larger exponent `s + r / p` the left side has overtaken the right side
  have hhigh : 0 ≤ exp ((s + r / p) * p) - 1 - r * (1 - exp (-((s + r / p) * q))) := by
    linarith [mul_pos hr (exp_pos (-((s + r / p) * q))), add_one_le_exp ((s + r / p) * p),
      div_mul_cancel₀ r hp.ne', mul_pos hs0 hp]
  have hcont : Continuous (fun a : ℝ => exp (a * p) - 1 - r * (1 - exp (-(a * q)))) := by
    fun_prop
  obtain ⟨a, ha, h0⟩ :=
    intermediate_value_Icc (le_add_of_nonneg_right (div_pos hr hp).le) hcont.continuousOn
      ⟨hlow, hhigh⟩
  exact ⟨a, hs0.trans_le ha.1, sub_eq_zero.1 h0⟩
```

At this zero, dividing by 1 − e^(-aq) > 0 gives R(a) = r. With the lower bound and monotonicity, a positive exponent exists exactly when r > p/q, and it is then unique; Lean writes unique existence as `∃!`.

```lean
/-- For `0 < X < Y < Z`, a positive exponent with gap ratio `r` exists if and only if
`r > log (Y / X) / log (Z / Y)`, and it is then unique. -/
theorem exponent_iff {X Y Z : ℝ} (hX : 0 < X) (hXY : X < Y) (hYZ : Y < Z) (r : ℝ) :
    ((∃ a, 0 < a ∧ gapRatio X Y Z a = r) ↔ log (Y / X) / log (Z / Y) < r) ∧
    (log (Y / X) / log (Z / Y) < r → ∃! a, 0 < a ∧ gapRatio X Y Z a = r) := by
  have hY := hX.trans hXY
  have hp : 0 < log (Y / X) := log_pos ((one_lt_div hX).2 hXY)
  have hq : 0 < log (Z / Y) := log_pos ((one_lt_div hY).2 hYZ)
  have hex : log (Y / X) / log (Z / Y) < r → ∃ a, 0 < a ∧ gapRatio X Y Z a = r := by
    intro h
    obtain ⟨a, ha, he⟩ := exists_exponent hp hq h
    have haq := mul_pos ha hq
    have hD : 0 < 1 - exp (-(a * log (Z / Y))) := sub_pos.2 (exp_lt_one_iff.2 (by linarith))
    refine ⟨a, ha, ?_⟩
    rw [gapRatio_eq_exp hX hY (hY.trans hYZ), he, mul_div_cancel_right₀ _ hD.ne']
  refine ⟨⟨?_, hex⟩, fun h => ?_⟩
  · rintro ⟨a, ha, rfl⟩
    exact threshold_lt_gapRatio hX hXY hYZ ha
  · obtain ⟨a, ha, he⟩ := hex h
    exact ⟨a, ⟨ha, he⟩, fun b hb =>
      (gapRatio_strictMonoOn hX hXY hYZ).injOn hb.1 ha (hb.2.trans he.symm)⟩
```

## From the ratio to the energies

Suppose a fit exists and eY ≠ eZ. Then A ≠ 0, and subtracting the fit equations gives

eX − eY = A (X^(-a) − Y^(-a)),
eY − eZ = A (Y^(-a) − Z^(-a)).

Their quotient is R(a) = (eX − eY)/(eY − eZ).

```lean
/-- The exponent of a power-law fit to energies with `eY ≠ eZ` reproduces their gap ratio. -/
theorem gapRatio_of_fit {X Y Z eX eY eZ E A a : ℝ} (hne : eY ≠ eZ)
    (h : IsPowerLawFit X Y Z eX eY eZ E A a) :
    gapRatio X Y Z a = (eX - eY) / (eY - eZ) := by
  obtain ⟨-, rfl, rfl, rfl⟩ := h
  have hA : A ≠ 0 := by
    rintro rfl
    exact hne (by ring)
  unfold gapRatio
  rw [← mul_div_mul_left _ (Y ^ (-a) - Z ^ (-a)) hA]
  congr 1 <;> ring
```

Conversely, if a solves this equation, set

A = (eY − eZ)/(Y^(-a) − Z^(-a)),  E = eY − A Y^(-a).

The equations at Y and Z hold by construction, and the one at X follows from the ratio. If eY = eZ, then A = 0, so a fit exists only for three equal energies, and a is arbitrary.

```lean
/-- For `0 < X < Y < Z`, three energies with `eY ≠ eZ` admit a power-law fit with free positive
exponent if and only if their gap ratio exceeds `log (Y / X) / log (Z / Y)`. -/
theorem powerLawFit_iff {X Y Z eX eY eZ : ℝ} (hX : 0 < X) (hXY : X < Y) (hYZ : Y < Z)
    (hne : eY ≠ eZ) :
    (∃ E A a, IsPowerLawFit X Y Z eX eY eZ E A a) ↔
      log (Y / X) / log (Z / Y) < (eX - eY) / (eY - eZ) := by
  rw [← (exponent_iff hX hXY hYZ _).1]
  constructor
  · rintro ⟨E, A, a, h⟩
    exact ⟨a, h.1, gapRatio_of_fit hne h⟩
  · rintro ⟨a, ha, h⟩
    have hd : Y ^ (-a) - Z ^ (-a) ≠ 0 :=
      (sub_pos.2 (rpow_lt_rpow_of_neg (hX.trans hXY) hYZ (neg_lt_zero.2 ha))).ne'
    -- the last two energies fix the amplitude, the middle one fixes the limit
    obtain ⟨A, hA⟩ : ∃ A, A * (Y ^ (-a) - Z ^ (-a)) = eY - eZ :=
      ⟨(eY - eZ) / (Y ^ (-a) - Z ^ (-a)), div_mul_cancel₀ _ hd⟩
    unfold gapRatio at h
    rw [div_eq_div_iff hd (sub_ne_zero.2 hne), ← hA] at h
    have hB : A * (X ^ (-a) - Y ^ (-a)) = eX - eY :=
      mul_right_cancel₀ hd (by linear_combination h)
    exact ⟨eY - A * Y ^ (-a), A, a, ha, by linear_combination hB, by ring,
      by linear_combination -hA⟩
```

Two fits to the same energies with eY ≠ eZ have the same R, hence the same a. The difference of the equations at Y and Z then fixes A, and either equation fixes E.

```lean
/-- For `0 < X < Y < Z` and energies with `eY ≠ eZ`, any two power-law fits have the same
limit, amplitude and exponent. -/
theorem powerLawFit_unique {X Y Z eX eY eZ E A a E' A' a' : ℝ} (hX : 0 < X) (hXY : X < Y)
    (hYZ : Y < Z) (hne : eY ≠ eZ) (h : IsPowerLawFit X Y Z eX eY eZ E A a)
    (h' : IsPowerLawFit X Y Z eX eY eZ E' A' a') : E = E' ∧ A = A' ∧ a = a' := by
  have haa : a = a' := (gapRatio_strictMonoOn hX hXY hYZ).injOn h.1 h'.1
    ((gapRatio_of_fit hne h).trans (gapRatio_of_fit hne h').symm)
  subst haa
  obtain ⟨ha, -, h2, h3⟩ := h
  obtain ⟨-, -, h2', h3'⟩ := h'
  have hd : Y ^ (-a) - Z ^ (-a) ≠ 0 :=
    (sub_pos.2 (rpow_lt_rpow_of_neg (hX.trans hXY) hYZ (neg_lt_zero.2 ha))).ne'
  have hA : A = A' := mul_right_cancel₀ hd (by linear_combination h2 - h3 - h2' + h3')
  subst hA
  exact ⟨by linarith, rfl, rfl⟩
```

## Double, triple and quadruple zeta

With cc-pVDZ, cc-pVTZ and cc-pVQZ energies, the sizes are 2, 3 and 4 and the threshold is ln(3/2)/ln(4/3) ≈ 1.409. Suppose the energy falls by 40 and then by 14 millihartree. The ratio 20/7 lies above the threshold, and solving R(a) = 20/7 gives a = 2. Then A = 14/(1/9 − 1/16) = 288 millihartree, and E lies 288/16 = 18 millihartree below the quadruple-zeta energy.

A rational bound on the threshold gives a test without logarithms. Since (4/3)^7 < (3/2)^5,

7 ln(4/3) < 5 ln(3/2),

so the threshold exceeds 7/5. Write e2, e3 and e4 for the energies at the sizes 2, 3 and 4. If e4 < e3 and e2 − e3 ≤ (7/5)(e3 − e4), no fit with positive exponent exists.

```lean
/-- At the sizes 2, 3, 4, energies with `e4 < e3` whose first gap is at most `7 / 5` of the
second admit no power-law fit with positive exponent. -/
theorem no_fit_two_three_four {e2 e3 e4 : ℝ} (h34 : e4 < e3)
    (hgap : e2 - e3 ≤ 7 / 5 * (e3 - e4)) :
    ¬ ∃ E A a, IsPowerLawFit 2 3 4 e2 e3 e4 E A a := by
  rw [powerLawFit_iff (by norm_num) (by norm_num) (by norm_num) h34.ne', not_lt]
  have hq : 0 < log ((4 : ℝ) / 3) := log_pos (by norm_num)
  -- the threshold exceeds 7/5 because (4/3)^7 < (3/2)^5
  have hlog : log (((4 : ℝ) / 3) ^ 7) ≤ log (((3 : ℝ) / 2) ^ 5) :=
    log_le_log (by norm_num) (by norm_num)
  rw [log_pow, log_pow] at hlog
  push_cast at hlog
  calc (e2 - e3) / (e3 - e4) ≤ 7 / 5 := (div_le_iff₀ (sub_pos.2 h34)).2 hgap
    _ ≤ log (3 / 2) / log (4 / 3) := by
      rw [le_div_iff₀ hq]
      linarith

end

end PowerLawExtrapolation
```

```lean
#print axioms PowerLawExtrapolation.powerLawFit_iff
-- 'PowerLawExtrapolation.powerLawFit_iff' depends on axioms: [propext, Classical.choice, Quot.sound]
#print axioms PowerLawExtrapolation.powerLawFit_unique
-- 'PowerLawExtrapolation.powerLawFit_unique' depends on axioms: [propext, Classical.choice, Quot.sound]
#print axioms PowerLawExtrapolation.no_fit_two_three_four
-- 'PowerLawExtrapolation.no_fit_two_three_four' depends on axioms: [propext, Classical.choice, Quot.sound]
```
